# A single pole matched to the static response and total strength of finitely many excitations

## Response, strength and pole frequency

The response function studied here, in Lehmann form at real frequency $x$, is

$$R(x)=\sum_k \frac{s_k}{x^2-w_k^2},$$

where $w_k$ is the frequency of excitation $k$ and $s_k$ its strength. For the response of a Hermitian electron-density operator $\hat\rho$ to a perturbation proportional to it, with $\hbar=1$, $s_k=2w_k|\langle k|\hat\rho|0\rangle|^2$, where $|0\rangle$ is the ground state and $|k\rangle$ the excited state. The infinitesimal broadening is left out, so the formula is meant away from the poles. Write

$$S=\sum_k s_k,\qquad M=\sum_k \frac{s_k}{w_k^2},\qquad v_p=\sqrt{S/M}.$$

A one-pole function is $P_{A,v}(x)=A/(x^2-v^2)$, and the plasmon-pole model studied here is $P_{S,v_p}$; other plasmon-pole models fix the two parameters by other conditions.

In Lean the excitations are labelled by a finite type `ι`, and `s` and `w` are real functions on it. $R$, $S$ and $v_p$ are `response s w`, `strength s` and `poleFreq s w`; $P_{A,v}$ is `onePole A v`. The sum $M$ is written out wherever it occurs.

```lean
import Mathlib

open Filter Topology

namespace PlasmonPole

noncomputable section

variable {ι : Type*} [Fintype ι]

/-- One pole pair of strength `A` at the frequencies `±v`, as a function of the real
frequency `x`, for `x ^ 2 ≠ v ^ 2`. -/
def onePole (A v x : ℝ) : ℝ := A / (x ^ 2 - v ^ 2)

/-- The response in Lehmann form, with strengths `s k` and excitation frequencies `w k`,
for `x ^ 2` different from every `w k ^ 2`. -/
def response (s w : ι → ℝ) (x : ℝ) : ℝ := ∑ k, s k / (x ^ 2 - w k ^ 2)

/-- The total strength of all excitations. -/
def strength (s : ι → ℝ) : ℝ := ∑ k, s k

/-- The plasmon-pole frequency: the square root of the total strength divided by the sum of
`s k / w k ^ 2`, for positive strengths and frequencies and at least one excitation. -/
def poleFreq (s w : ι → ℝ) : ℝ := √(strength s / ∑ k, s k / w k ^ 2)
```

In $GW$ calculations, plasmon-pole models replace the frequency dependence of each matrix element or eigenmode of the screening by a single pole pair; the results here concern one scalar response element with finitely many discrete excitations.

## At least one excitation

Physically, `[Nonempty ι]` says that the probe couples to something. By hand it is used, together with positive strengths and frequencies, to get $S>0$ and $M>0$. Then $v_p>0$, and squaring the definition gives

$$v_p^2M=S,$$

the identity on which the rest relies. With no excitations, $S/M$ is $0/0$ and no pole frequency is determined. With exactly one, $v_p=w_1$ and the model is exact.

The lemma `poleFreq_spec` states that $M>0$, $v_p>0$ and $v_p^2M=S$. `Finset.sum_pos` takes the nonemptiness as an argument, and `Real.sq_sqrt` removes the square root because $S/M$ is nonnegative.

```lean
/-- For positive strengths and frequencies and at least one excitation, the inverse moment
`∑ s k / w k ^ 2` and the plasmon-pole frequency are positive, and the squared pole frequency
times the inverse moment is the total strength. -/
theorem poleFreq_spec [Nonempty ι] {s w : ι → ℝ} (hs : ∀ k, 0 < s k) (hw : ∀ k, 0 < w k) :
    0 < ∑ k, s k / w k ^ 2 ∧ 0 < poleFreq s w ∧
      poleFreq s w ^ 2 * ∑ k, s k / w k ^ 2 = strength s := by
  have hS : 0 < strength s := Finset.sum_pos (fun k _ => hs k) Finset.univ_nonempty
  have hM : 0 < ∑ k, s k / w k ^ 2 :=
    Finset.sum_pos (fun k _ => div_pos (hs k) (pow_pos (hw k) 2)) Finset.univ_nonempty
  refine ⟨hM, Real.sqrt_pos.mpr (div_pos hS hM), ?_⟩
  rw [poleFreq, Real.sq_sqrt (div_pos hS hM).le, div_mul_cancel₀ _ hM.ne']
```

## Positive excitation frequencies

The hypothesis `hw` says that every excitation costs energy. Once the strengths are given, only $w_k^2$ enters the formulas, so for the results here the sign is a convention that picks one member of each pair $\pm w_k$, and what matters is $w_k\neq0$. This makes the static response finite:

$$R(0)=\sum_k\frac{s_k}{-w_k^2}=-M .$$

The model has the same value, since $P_{S,v_p}(0)=-S/v_p^2=-M$ by $v_p^2M=S$. A single excitation at $w=0$ would give $R(x)=s/x^2$, which has no finite static value to match.

The formal statement below carries no such hypothesis: Lean sets division by zero to zero, so a term with $w_k=0$ drops out of both sides.

```lean
/-- For nonzero excitation frequencies, the static response is minus the sum of `s k / w k ^ 2`. -/
theorem response_zero (s w : ι → ℝ) : response s w 0 = -∑ k, s k / w k ^ 2 := by
  simp [response, div_neg, Finset.sum_neg_distrib]
```

## Finitely many excitations

A finite `ι` describes a discrete spectrum with a highest frequency, as in a finite basis. By hand this matters at large $x$. For one pole,

$$x^2\frac{A}{x^2-v^2}=A+\frac{Av^2}{x^2-v^2}\longrightarrow A\qquad(x\to\infty).$$

Adding finitely many such limits gives $x^2R(x)\to S$. The signs of the strengths play no part here. If instead there were infinitely many excitations with $s_k>0$ and isolated frequencies growing without bound, $R$ would diverge near each of them, and $x^2R(x)$ would have no limit along the real axis, even with $S$ finite.

In `tendsto_onePole`, `h` states that $x^2-v^2\to\infty$, so the correction term vanishes. The `filter_upwards` step restricts attention to frequencies beyond the pole, where the decomposition above is valid. `tendsto_response` then sums the limits with `tendsto_finsetSum`.

```lean
/-- At high frequency, `x ^ 2` times a one-pole function tends to its strength. -/
theorem tendsto_onePole (A v : ℝ) :
    Tendsto (fun x => x ^ 2 * onePole A v x) atTop (𝓝 A) := by
  have h : Tendsto (fun x : ℝ => x ^ 2 - v ^ 2) atTop atTop := by
    simpa only [sub_eq_add_neg] using
      tendsto_atTop_add_const_right atTop (-(v ^ 2)) (tendsto_pow_atTop (α := ℝ) two_ne_zero)
  have h2 := (h.const_div_atTop (A * v ^ 2)).const_add A
  rw [add_zero] at h2
  -- beyond the pole the function is its limit plus a vanishing correction
  refine h2.congr' ?_
  filter_upwards [h.eventually_gt_atTop 0] with x hx
  have hx' : x ^ 2 - v ^ 2 ≠ 0 := ne_of_gt hx
  simp only [onePole]
  linear_combination (-A) * mul_inv_cancel₀ hx'

/-- At high frequency, `x ^ 2` times the full response tends to the total strength. -/
theorem tendsto_response (s w : ι → ℝ) :
    Tendsto (fun x => x ^ 2 * response s w x) atTop (𝓝 (strength s)) := by
  have h := tendsto_finsetSum Finset.univ (fun k _ => tendsto_onePole (s k) (w k))
  simpa only [response, strength, onePole, Finset.mul_sum] using h
```

## Positive strengths

The hypothesis `hs` holds for a diagonal response element, where $s_k$ contains a squared modulus, once excitations that do not couple are left out. Off-diagonal elements contain products of different amplitudes and need not satisfy it.

By hand, positivity turns $v_p^2$ into a weighted mean. Since

$$v_p^2M=S=\sum_k w_k^2\,\frac{s_k}{w_k^2},$$

the weights $s_k/w_k^2$ are positive and add up to $M$. If $a\le w_k^2\le b$ for all $k$, then $aM\le v_p^2M\le bM$, and division by $M>0$ gives $a\le v_p^2\le b$.

For a counter-example with a negative strength, take $s=(2,-1)$ and $w=(1,2)$. Then $S=1$, $M=2-\tfrac14=\tfrac74$ and $v_p^2=\tfrac47$, below both squared frequencies. With $s=(1,-2)$ and the same $w$, $S/M=-2$ and there is no real pole frequency at all.

In the proof, `key` is the rewriting of $S$ as a weighted sum, `hpos` gives the sign of the weights, and `le_of_mul_le_mul_right` cancels $M$.

```lean
/-- For positive strengths and frequencies and at least one excitation, any bounds `a` and `b`
on all squared excitation frequencies also bound the squared plasmon-pole frequency. -/
theorem poleFreq_sq_bounds [Nonempty ι] {s w : ι → ℝ} (hs : ∀ k, 0 < s k)
    (hw : ∀ k, 0 < w k) {a b : ℝ} (ha : ∀ k, a ≤ w k ^ 2) (hb : ∀ k, w k ^ 2 ≤ b) :
    a ≤ poleFreq s w ^ 2 ∧ poleFreq s w ^ 2 ≤ b := by
  obtain ⟨hM, -, h⟩ := poleFreq_spec hs hw
  -- the total strength is a weighted sum of the squared frequencies
  have key : strength s = ∑ k, w k ^ 2 * (s k / w k ^ 2) := by
    refine Finset.sum_congr rfl fun k _ => ?_
    have := (hw k).ne'
    field_simp
  have hpos : ∀ k, 0 ≤ s k / w k ^ 2 := fun k => (div_pos (hs k) (pow_pos (hw k) 2)).le
  constructor
  · refine le_of_mul_le_mul_right ?_ hM
    rw [h, key, Finset.mul_sum]
    exact Finset.sum_le_sum fun k _ => mul_le_mul_of_nonneg_right (ha k) (hpos k)
  · refine le_of_mul_le_mul_right ?_ hM
    rw [h, key, Finset.mul_sum]
    exact Finset.sum_le_sum fun k _ => mul_le_mul_of_nonneg_right (hb k) (hpos k)
```

The main theorem takes $a$ and $b$ to be the least and greatest $w_k^2$, written with `inf'` and `sup'`. Its five parts are the equality at $x=0$, the limit $S$ for $x^2$ times each function, and the two bounds on $v_p^2$.

```lean
/-- For positive strengths and frequencies and at least one excitation, the plasmon-pole model
has the exact static value and the exact high-frequency limit of `x ^ 2` times the response,
and its squared frequency lies between the least and the greatest `w k ^ 2`. -/
theorem plasmonPole_model [Nonempty ι] {s w : ι → ℝ} (hs : ∀ k, 0 < s k)
    (hw : ∀ k, 0 < w k) :
    onePole (strength s) (poleFreq s w) 0 = response s w 0 ∧
    Tendsto (fun x => x ^ 2 * response s w x) atTop (𝓝 (strength s)) ∧
    Tendsto (fun x => x ^ 2 * onePole (strength s) (poleFreq s w) x) atTop
      (𝓝 (strength s)) ∧
    Finset.univ.inf' Finset.univ_nonempty (fun k => w k ^ 2) ≤ poleFreq s w ^ 2 ∧
    poleFreq s w ^ 2 ≤ Finset.univ.sup' Finset.univ_nonempty (fun k => w k ^ 2) := by
  refine ⟨?_, tendsto_response s w, tendsto_onePole _ _, poleFreq_sq_bounds hs hw
    (fun k => Finset.inf'_le (fun k => w k ^ 2) (Finset.mem_univ k))
    (fun k => Finset.le_sup' (fun k => w k ^ 2) (Finset.mem_univ k))⟩
  obtain ⟨-, hp, h⟩ := poleFreq_spec hs hw
  rw [response_zero, onePole, ← h, zero_pow two_ne_zero, zero_sub, div_neg,
    mul_div_cancel_left₀ _ (pow_pos hp 2).ne']
```

As a numerical instance, let $s=(1,4)$ and $w=(1,2)$. Then $S=5$, $M=1+1=2$ and $v_p^2=\tfrac52$, which lies between $1$ and $4$. The static values agree: $R(0)=-1-1=-2$ and $-5/\tfrac52=-2$. At $x=10$, $x^2R(x)\approx5.18$ and the model gives $5.13$; both tend to $5$. Between these two regimes the functions differ: $R$ has poles at $x=1$ and $x=2$, the model only at $x\approx1.58$.

## Two matching conditions and a positive pole frequency

Suppose some $P_{A,v}$ with $v>0$ has the exact static value (`h0`) and the exact high-frequency limit (`hinf`). The limit of $x^2P_{A,v}(x)$ is $A$, and limits are unique, so $A=S$. The static condition reads $A/v^2=M$, hence $v^2M=S=v_p^2M$ and $v^2=v_p^2$. Since both frequencies are positive, $v=v_p$.

Each condition removes one freedom. Without `h0`, every $v>0$ is allowed with $A=S$; without `hinf`, every $v>0$ is allowed with $A=v^2M$. Without `hv`, $v=-v_p$ would also qualify, as it gives the same function.

The proof takes the same route: `tendsto_nhds_unique` fixes $A$, `hsq` compares the squares, and `pow_left_inj₀` uses the signs to remove them.

```lean
/-- For positive strengths and frequencies and at least one excitation, a one-pole function
with positive frequency `v` that has the exact static value and high-frequency limit is the
plasmon-pole model. -/
theorem plasmonPole_unique [Nonempty ι] {s w : ι → ℝ} (hs : ∀ k, 0 < s k)
    (hw : ∀ k, 0 < w k) {A v : ℝ} (hv : 0 < v) (h0 : onePole A v 0 = response s w 0)
    (hinf : Tendsto (fun x => x ^ 2 * onePole A v x) atTop (𝓝 (strength s))) :
    A = strength s ∧ v = poleFreq s w := by
  obtain ⟨hM, hp, h⟩ := poleFreq_spec hs hw
  have hA : A = strength s := tendsto_nhds_unique (tendsto_onePole A v) hinf
  refine ⟨hA, ?_⟩
  -- the static value fixes the squared frequency
  rw [response_zero, onePole, zero_pow two_ne_zero, zero_sub, div_neg, neg_inj,
    div_eq_iff (pow_pos hv 2).ne'] at h0
  have hsq : v ^ 2 = poleFreq s w ^ 2 :=
    mul_right_cancel₀ hM.ne' (by linear_combination hA - h0 - h)
  exact (pow_left_inj₀ hv.le hp.le two_ne_zero).mp hsq
```

## Imaginary frequencies, where $y^2\ge0$

At $x=iy$ every denominator is $-(y^2+w_k^2)$, so for positive strengths the response has magnitude $\sum_k s_k/(y^2+w_k^2)$. The Lean statement is about this real sum; `response` itself takes only real arguments.

Put $r=s_k$, $a=w_k^2$, $b=v_p^2$ and $c=y^2$. As a function of $t=1/a$, one term is $f(t)=rt/(1+ct)$, with $f''(t)=-2rc/(1+ct)^3\le0$. It is concave, so it lies below its tangent at $t=1/b$:

$$\frac{r}{c+a}\le\frac{rc}{(c+b)^2}+\frac{b^2}{(c+b)^2}\,\frac ra .$$

The right side minus the left is

$$\frac{rc(a-b)^2}{a(c+b)^2(c+a)}\ge0 .$$

Summing the tangent bound over $k$ and using $v_p^2M=S$,

$$\sum_k\frac{s_k}{y^2+w_k^2}\le\frac{Sy^2+v_p^4M}{(y^2+v_p^2)^2}=\frac{S(y^2+v_p^2)}{(y^2+v_p^2)^2}=\frac{S}{y^2+v_p^2}.$$

In the numerical instance at $y=1$ this reads $\tfrac12+\tfrac45=1.3\le\tfrac{10}{7}\approx1.43$.

The condition $c\ge0$ is what separates the imaginary axis from the real one. For $c=-x^2$ with $x\neq0$ and $x^2$ below both $a$ and $b$, the difference above is negative unless $a=b$. Positive strengths matter again too: for $s=(2,-1)$, $w=(1,2)$ and $y=1$, the left side is $0.8$ and the right side $\tfrac7{11}\approx0.64$.

`pole_le_tangent` verifies the explicit difference with `field_simp` and `ring`, and `positivity` supplies its sign, so no second derivative is needed.

```lean
/-- For positive `r`, `a`, `b` and nonnegative `c`, the one-pole term `r / (c + a)` lies on or below
its tangent, taken as a function of `1 / a` at the point `1 / b`. -/
theorem pole_le_tangent {r a b c : ℝ} (hr : 0 < r) (ha : 0 < a) (hb : 0 < b) (hc : 0 ≤ c) :
    r / (c + a) ≤ r * (c / (c + b) ^ 2) + b ^ 2 / (c + b) ^ 2 * (r / a) := by
  have h1 : c + a ≠ 0 := by positivity
  have h2 : c + b ≠ 0 := by positivity
  have h : r * (c / (c + b) ^ 2) + b ^ 2 / (c + b) ^ 2 * (r / a) - r / (c + a)
      = r * c * (a - b) ^ 2 / (a * (c + b) ^ 2 * (c + a)) := by
    field_simp
    ring
  have h3 : 0 ≤ r * c * (a - b) ^ 2 / (a * (c + b) ^ 2 * (c + a)) := by positivity
  linarith
```

The `calc` block in the final theorem sums the tangent bounds, collects $S$ and $M$, and substitutes $S=v_p^2M$ to reach the model.

```lean
/-- For positive strengths and frequencies and at least one excitation, the magnitude of the
response at imaginary frequency `i y` is at most that of the plasmon-pole model. -/
theorem imaginary_axis_bound [Nonempty ι] {s w : ι → ℝ} (hs : ∀ k, 0 < s k)
    (hw : ∀ k, 0 < w k) (y : ℝ) :
    ∑ k, s k / (y ^ 2 + w k ^ 2) ≤ strength s / (y ^ 2 + poleFreq s w ^ 2) := by
  obtain ⟨-, hp, h⟩ := poleFreq_spec hs hw
  have hD : y ^ 2 + poleFreq s w ^ 2 ≠ 0 := by positivity
  calc ∑ k, s k / (y ^ 2 + w k ^ 2)
      ≤ ∑ k, (s k * (y ^ 2 / (y ^ 2 + poleFreq s w ^ 2) ^ 2)
          + (poleFreq s w ^ 2) ^ 2 / (y ^ 2 + poleFreq s w ^ 2) ^ 2 * (s k / w k ^ 2)) :=
        Finset.sum_le_sum fun k _ =>
          pole_le_tangent (hs k) (pow_pos (hw k) 2) (pow_pos hp 2) (sq_nonneg y)
    _ = strength s * (y ^ 2 / (y ^ 2 + poleFreq s w ^ 2) ^ 2)
          + (poleFreq s w ^ 2) ^ 2 / (y ^ 2 + poleFreq s w ^ 2) ^ 2
            * ∑ k, s k / w k ^ 2 := by
        rw [Finset.sum_add_distrib, ← Finset.sum_mul, ← Finset.mul_sum, strength]
    _ = strength s / (y ^ 2 + poleFreq s w ^ 2) := by
        -- the static condition makes the linear terms add up to the model
        rw [← h]
        generalize ∑ k, s k / w k ^ 2 = M
        field_simp

end

end PlasmonPole
```

```lean
#print axioms PlasmonPole.plasmonPole_model
#print axioms PlasmonPole.plasmonPole_unique
#print axioms PlasmonPole.imaginary_axis_bound
```

```
'PlasmonPole.plasmonPole_model' depends on axioms: [propext, Classical.choice, Quot.sound]
'PlasmonPole.plasmonPole_unique' depends on axioms: [propext, Classical.choice, Quot.sound]
'PlasmonPole.imaginary_axis_bound' depends on axioms: [propext, Classical.choice, Quot.sound]
```
